# The 1/r² correction to the Coulomb tail of a fixed, finite exchange-hole model is its dipole term

## The exchange hole and its far potential

The exchange hole $h_x(x,x')$ of an electron at $x$ describes how exchange lowers the electron density at $x'$; the subscript stands for exchange, not for the position. It integrates to $-1$ over $x'$. In atomic units, its Coulomb potential at the electron's own position is
$$
v(x)=\int \frac{h_x(x,x')}{\|x-x'\|}\,dx' .
$$
Far outside a finite system this potential behaves as $-1/r$, where $r$ is the distance from a chosen origin. The question is what comes next, at order $1/r^2$, and how it depends on the origin.

The model takes the sign out of the hole and replaces it by finitely many real charges $q_i$ at fixed points $R_i$, with $\sum_i q_i=1$. Its potential and dipole moment are
$$
V(x)=\sum_i\frac{q_i}{\|x-R_i\|},\qquad p=\sum_i q_iR_i .
$$
The hole potential is then $-V$. Two letters differ from common use: $R_i$ is the position of a piece of the hole, not of a nucleus, and $u$ is a unit vector giving the direction of observation, not the separation of two electrons.

## The limit and the role of the origin

For every unit vector $u$,
$$
r^2\left(V(ru)-\frac1r\right)\longrightarrow\langle u,p\rangle\qquad(r\to\infty).
$$
If distance is measured from a point $c$ instead, the observation point is $c+ru$ and the limit becomes $\langle u,p-c\rangle$. It vanishes in every direction exactly when $c=p$. Because the total charge is 1, $p$ is also the centre of charge.

When the potential of the hole is compared with $-1/r$, the choice of origin therefore matters at order $1/r^2$, for a hole modelled by finitely many fixed charges.

## One charge: an exact error formula

Take a unit charge at $R$, and write $d=\|ru-R\|$ and $s=\langle u,R\rangle$, with $r>0$ and $d>0$. The law of cosines gives
$$
d^2=r^2-2rs+\|R\|^2,
\qquad\text{so}\qquad
r-d=\frac{r^2-d^2}{r+d}=\frac{2rs-\|R\|^2}{r+d}.
$$
Since $r^2(1/d-1/r)=r(r-d)/d$, the error of the dipole approximation is
$$
r^2\left(\frac1d-\frac1r\right)-s
=\frac{2r^2s-r\|R\|^2-sd(r+d)}{d(r+d)} .
$$
The terms containing $s$ combine through $2r^2-rd-d^2=(r-d)(2r+d)$, which leaves
$$
r^2\left(\frac1d-\frac1r\right)-s
=\frac{s(r-d)(2r+d)-r\|R\|^2}{d(r+d)} .
$$

Now let $r\ge2\|R\|$. The Cauchy–Schwarz inequality gives $|s|\le\|R\|$, and the triangle inequality gives $|r-d|\le\|R\|$ and $d\ge r-\|R\|\ge r/2$. The numerator is therefore at most
$$
\|R\|^2(2r+d)+r\|R\|^2=\|R\|^2(3r+d)\le3\|R\|^2(r+d)
$$
in absolute value. Dividing by $d(r+d)$ bounds the error by $3\|R\|^2/d\le6\|R\|^2/r$.

## Many charges, and a shifted origin

Let $Q=\sum_iq_i$, for the moment with any value. Multiplying each one-charge error by $q_i$ and adding gives
$$
\left|r^2\left(V(ru)-\frac Qr\right)-\langle u,p\rangle\right|
\le\frac6r\sum_i|q_i|\,\|R_i\|^2,
$$
provided that $r>0$ and $r\ge2\|R_i\|$ for every $i$. The right-hand side tends to zero, and setting $Q=1$ gives the limit.

To measure distance from $c$, replace each $R_i$ by $R_i-c$. The distances are unchanged, because $ru-(R_i-c)=c+ru-R_i$, and the dipole moment becomes
$$
\sum_iq_i(R_i-c)=p-Qc=p-c .
$$
If $c=p$, the limit is zero for every $u$. If $c\ne p$, the direction $u=(p-c)/\|p-c\|$ gives the limit $\|p-c\|$, which is not zero.

About the centre of charge, the finite-distance bound applied to the shifted positions gives $|V(p+ru)-1/r|\le6\sum_i|q_i|\|R_i-p\|^2/r^3$ once $r$ is positive and at least $2\|R_i-p\|$ for every $i$. This estimate combines two of the results and is not stated as a theorem in the code.

## Why the total charge must be 1

Put a single charge $Q$ at the origin. Then
$$
r^2\left(\frac Qr-\frac1r\right)=(Q-1)r ,
$$
which has no finite limit for any $Q\ne1$. A model hole with the wrong total charge thus has an error already at order $1/r$, and this hides the dipole term. The finite-distance bound avoids the difficulty by subtracting $Q/r$ instead of $1/r$.

## How the Lean statements encode the physics

The type `E` is a real inner-product space of any dimension; physical space is the three-dimensional case. The finite type `ι` labels the charges, `q : ι → ℝ` gives their values and `R : ι → E` their positions. Individual charges may have either sign, although an exchange hole with its sign taken out is nowhere negative. The functions `potential` and `dipole` are $V$ and $p$; `•` multiplies a vector by a scalar, and `⟪u, R⟫_ℝ` is the real inner product.

The hypothesis `hq : ∑ i, q i = 1` stands for the normalisation of the exchange hole: exchange removes exactly one electron from the density that the reference electron sees. It is assumed here, not derived from a wavefunction. The hypothesis `hu : ‖u‖ = 1` makes $r$ a true distance.

- `potential_remainder` is the bound at finite distance, for any total charge.
- `coulomb_tail_dipole_correction` is the limit about the origin. `Tendsto … atTop (𝓝 …)` says that the scaled deviation approaches the stated value as $r$ grows without bound, along a fixed direction.
- `dipole_correction_about` is the same limit about a point `c`.
- `correction_vanishes_iff_centre` says that this limit is zero for all unit vectors if and only if `c = dipole q R`.

The step from this model to a real system that the hypotheses leave open is the replacement of a continuous hole, which changes with the position $x$ of the reference electron, by a fixed finite set of charges. In a one-electron system the hole is minus the density wherever the electron is, so there only the passage from point charges to a continuous distribution remains.

## The complete Lean file

```lean
import Mathlib

open Filter Topology
open scoped InnerProductSpace

namespace ExchangeHoleDipole

noncomputable section

variable {E : Type*} [NormedAddCommGroup E] [InnerProductSpace ℝ E]
variable {ι : Type*} [Fintype ι]

/-- The Coulomb potential at `x` of point charges `q i` at the positions `R i`,
for `x` away from all the charges. -/
def potential (q : ι → ℝ) (R : ι → E) (x : E) : ℝ :=
  ∑ i, q i / ‖x - R i‖

/-- The dipole moment of the charges `q i` at `R i`, taken about the origin. -/
def dipole (q : ι → ℝ) (R : ι → E) : E :=
  ∑ i, q i • R i

/-- The exact error of the dipole approximation for a unit charge at `R`, seen from the
point at distance `r > 0` along the unit vector `u`, when that point is not `R` itself. -/
theorem inverse_distance_identity (u R : E) (r : ℝ) (hu : ‖u‖ = 1) (hr : 0 < r)
    (hne : r • u ≠ R) :
    r ^ 2 * (1 / ‖r • u - R‖ - 1 / r) - ⟪u, R⟫_ℝ =
      (⟪u, R⟫_ℝ * (r - ‖r • u - R‖) * (2 * r + ‖r • u - R‖) - r * ‖R‖ ^ 2) /
        (‖r • u - R‖ * (r + ‖r • u - R‖)) := by
  -- the law of cosines
  have hsq : ‖r • u - R‖ ^ 2 = r ^ 2 - 2 * r * ⟪u, R⟫_ℝ + ‖R‖ ^ 2 := by
    rw [norm_sub_sq_real, norm_smul, real_inner_smul_left, hu, Real.norm_eq_abs,
      mul_one, sq_abs]
    ring
  have hpos : 0 < ‖r • u - R‖ := norm_pos_iff.mpr (sub_ne_zero.mpr hne)
  generalize ‖r • u - R‖ = d at hsq hpos ⊢
  have e1 : d * (1 / d) = 1 := mul_one_div_cancel hpos.ne'
  have e2 : r * (1 / r) = 1 := mul_one_div_cancel hr.ne'
  rw [eq_div_iff (by positivity)]
  generalize 1 / d = x at e1 ⊢
  generalize 1 / r = y at e2 ⊢
  linear_combination r ^ 2 * (r + d) * e1 - r * d * (r + d) * e2 - r * hsq

/-- For a unit charge at `R`, seen along the unit vector `u` from a positive distance `r` of at
least `2‖R‖`, the scaled correction to `1/r` equals `⟪u, R⟫` up to an error `6‖R‖²/r`. -/
theorem point_charge_remainder (u R : E) (r : ℝ) (hu : ‖u‖ = 1) (hr : 0 < r)
    (hR : 2 * ‖R‖ ≤ r) :
    |r ^ 2 * (1 / ‖r • u - R‖ - 1 / r) - ⟪u, R⟫_ℝ| ≤ 6 * ‖R‖ ^ 2 / r := by
  have hru : ‖r • u‖ = r := by
    rw [norm_smul, hu, mul_one, Real.norm_of_nonneg hr.le]
  have hne : r • u ≠ R := by
    intro h
    rw [h] at hru
    linarith
  -- the distance to the charge is at least r/2 and differs from r by at most ‖R‖
  have hlow : r ≤ 2 * ‖r • u - R‖ := by
    have h := norm_sub_norm_le (r • u) R
    rw [hru] at h
    linarith
  have hdiff : |r - ‖r • u - R‖| ≤ ‖R‖ := by
    have h := abs_norm_sub_norm_le (r • u) (r • u - R)
    rwa [sub_sub_cancel, hru] at h
  have hin : |⟪u, R⟫_ℝ| ≤ ‖R‖ := by
    have h := abs_real_inner_le_norm u R
    rwa [hu, one_mul] at h
  rw [inverse_distance_identity u R r hu hr hne]
  have hd : 0 < ‖r • u - R‖ := by linarith
  generalize ‖r • u - R‖ = d at hlow hdiff hd ⊢
  have hprod : |⟪u, R⟫_ℝ * (r - d)| ≤ ‖R‖ * ‖R‖ := by
    rw [abs_mul]
    exact mul_le_mul hin hdiff (abs_nonneg _) (norm_nonneg _)
  obtain ⟨hl, hh⟩ := abs_le.mp hprod
  have hs : 0 ≤ 2 * r + d := by positivity
  have h1 := mul_le_mul_of_nonneg_right hl hs
  have h2 := mul_le_mul_of_nonneg_right hh hs
  have h3 : 0 ≤ ‖R‖ ^ 2 * r := by positivity
  have h4 : 0 ≤ ‖R‖ ^ 2 * d := by positivity
  have hN : |⟪u, R⟫_ℝ * (r - d) * (2 * r + d) - r * ‖R‖ ^ 2| ≤
      3 * ‖R‖ ^ 2 * (r + d) := by
    refine abs_le.mpr ⟨?_, ?_⟩ <;> nlinarith
  have hden : 0 < d * (r + d) := by positivity
  rw [abs_div, abs_of_pos hden, div_le_div_iff₀ hden hr]
  calc |⟪u, R⟫_ℝ * (r - d) * (2 * r + d) - r * ‖R‖ ^ 2| * r
      ≤ (3 * ‖R‖ ^ 2 * (r + d)) * (2 * d) :=
        mul_le_mul hN hlow hr.le (by positivity)
    _ = 6 * ‖R‖ ^ 2 * (d * (r + d)) := by ring

/-- For charges of any total, seen along the unit vector `u` from a positive distance `r` of at
least twice every `‖R i‖`, monopole and dipole give the potential with an explicit error. -/
theorem potential_remainder (q : ι → ℝ) (R : ι → E) (u : E) (r : ℝ) (hu : ‖u‖ = 1)
    (hr : 0 < r) (hR : ∀ i, 2 * ‖R i‖ ≤ r) :
    |r ^ 2 * (potential q R (r • u) - (∑ i, q i) / r) - ⟪u, dipole q R⟫_ℝ| ≤
      6 * (∑ i, |q i| * ‖R i‖ ^ 2) / r := by
  -- the error is the charge-weighted sum of the errors for unit charges
  have key : r ^ 2 * (potential q R (r • u) - (∑ i, q i) / r) - ⟪u, dipole q R⟫_ℝ =
      ∑ i, q i * (r ^ 2 * (1 / ‖r • u - R i‖ - 1 / r) - ⟪u, R i⟫_ℝ) := by
    unfold potential dipole
    rw [inner_sum, Finset.sum_div, ← Finset.sum_sub_distrib, Finset.mul_sum,
      ← Finset.sum_sub_distrib]
    refine Finset.sum_congr rfl fun i _ => ?_
    rw [real_inner_smul_right]
    ring
  rw [key]
  calc |∑ i, q i * (r ^ 2 * (1 / ‖r • u - R i‖ - 1 / r) - ⟪u, R i⟫_ℝ)|
      ≤ ∑ i, |q i * (r ^ 2 * (1 / ‖r • u - R i‖ - 1 / r) - ⟪u, R i⟫_ℝ)| :=
        Finset.abs_sum_le_sum_abs _ _
    _ ≤ ∑ i, |q i| * (6 * ‖R i‖ ^ 2 / r) := by
        refine Finset.sum_le_sum fun i _ => ?_
        rw [abs_mul]
        exact mul_le_mul_of_nonneg_left
          (point_charge_remainder u (R i) r hu hr (hR i)) (abs_nonneg _)
    _ = 6 * (∑ i, |q i| * ‖R i‖ ^ 2) / r := by
        rw [Finset.mul_sum, Finset.sum_div]
        refine Finset.sum_congr rfl fun i _ => ?_
        ring

/-- For charges of sum 1, the first correction to the Coulomb tail `1/r` along a unit vector `u`
is the dipole term: `r²` times the deviation from `1/r` tends to `⟪u, ∑ q i R i⟫`. -/
theorem coulomb_tail_dipole_correction (q : ι → ℝ) (R : ι → E) (u : E)
    (hq : ∑ i, q i = 1) (hu : ‖u‖ = 1) :
    Tendsto (fun r : ℝ => r ^ 2 * (potential q R (r • u) - 1 / r)) atTop
      (𝓝 ⟪u, dipole q R⟫_ℝ) := by
  have hlim : Tendsto (fun r : ℝ => 6 * (∑ i, |q i| * ‖R i‖ ^ 2) / r) atTop (𝓝 0) :=
    tendsto_const_nhds.div_atTop tendsto_id
  rw [tendsto_iff_norm_sub_tendsto_zero]
  refine squeeze_zero' (Eventually.of_forall fun _ => norm_nonneg _) ?_ hlim
  filter_upwards [eventually_gt_atTop (0 : ℝ),
    eventually_all.mpr fun i => eventually_ge_atTop (2 * ‖R i‖)] with r hr hR
  have h := potential_remainder q R u r hu hr hR
  rw [hq] at h
  rw [Real.norm_eq_abs]
  exact h

/-- If the distance `r` is measured from a point `c` instead of the origin, the correction for
charges of sum 1 along a unit vector `u` is the dipole moment about `c`, projected on `u`. -/
theorem dipole_correction_about (q : ι → ℝ) (R : ι → E) (c u : E)
    (hq : ∑ i, q i = 1) (hu : ‖u‖ = 1) :
    Tendsto (fun r : ℝ => r ^ 2 * (potential q R (c + r • u) - 1 / r)) atTop
      (𝓝 ⟪u, dipole q R - c⟫_ℝ) := by
  have hp : dipole q (fun i => R i - c) = dipole q R - c := by
    unfold dipole
    simp only [smul_sub]
    rw [Finset.sum_sub_distrib, ← Finset.sum_smul, hq, one_smul]
  have hV : ∀ r : ℝ, potential q (fun i => R i - c) (r • u) =
      potential q R (c + r • u) := by
    intro r
    unfold potential
    refine Finset.sum_congr rfl fun i _ => ?_
    have hx : r • u - (R i - c) = c + r • u - R i := by abel
    rw [hx]
  have h := coulomb_tail_dipole_correction q (fun i => R i - c) u hq hu
  simp only [hV] at h
  rwa [hp] at h

/-- For charges of sum 1, the `1/r²` correction to the Coulomb tail about `c` vanishes in
every direction exactly when `c` is the centre of charge `∑ q i R i`. -/
theorem correction_vanishes_iff_centre (q : ι → ℝ) (R : ι → E) (c : E)
    (hq : ∑ i, q i = 1) :
    (∀ u : E, ‖u‖ = 1 →
      Tendsto (fun r : ℝ => r ^ 2 * (potential q R (c + r • u) - 1 / r)) atTop (𝓝 0)) ↔
      c = dipole q R := by
  constructor
  · intro h
    by_contra hc
    have hn : ‖dipole q R - c‖ ≠ 0 :=
      norm_ne_zero_iff.mpr (sub_ne_zero.mpr (Ne.symm hc))
    -- look along the dipole moment about c
    have hu : ‖‖dipole q R - c‖⁻¹ • (dipole q R - c)‖ = 1 := by
      rw [norm_smul, norm_inv, norm_norm, inv_mul_cancel₀ hn]
    have h0 := tendsto_nhds_unique (dipole_correction_about q R c _ hq hu) (h _ hu)
    rw [real_inner_smul_left, real_inner_self_eq_norm_sq] at h0
    exact mul_ne_zero (inv_ne_zero hn) (pow_ne_zero 2 hn) h0
  · intro hc u hu
    have h := dipole_correction_about q R c u hq hu
    rwa [← hc, sub_self, inner_zero_right] at h

end

end ExchangeHoleDipole
```

```lean
#print axioms ExchangeHoleDipole.coulomb_tail_dipole_correction
-- 'ExchangeHoleDipole.coulomb_tail_dipole_correction' depends on axioms: [propext, Classical.choice, Quot.sound]
#print axioms ExchangeHoleDipole.correction_vanishes_iff_centre
-- 'ExchangeHoleDipole.correction_vanishes_iff_centre' depends on axioms: [propext, Classical.choice, Quot.sound]
```

## From the exact formula to the bound

`inverse_distance_identity` is the exact error formula. Its first step, `hsq`, is the law of cosines, and `hne` ensures that the observation point is not the charge itself.

`point_charge_remainder` collects the inequalities used above: `hlow` is $r\le2d$, `hdiff` is $|r-d|\le\|R\|$, and `hin` is $|s|\le\|R\|$. The product of the last two is bounded in `hprod`. From this, `nlinarith` obtains the numerator bound `hN`, once for each sign. The closing `calc` multiplies `hN` by `hlow`, which is the division by $d(r+d)$ written without fractions.

In `potential_remainder`, the equation `key` rewrites the total error as the charge-weighted sum of one-charge errors. The triangle inequality for finite sums and the one-charge bound then give the result.

## A closer look at `linear_combination`

The algebra of the exact formula is done by a single tactic call. Before it, `eq_div_iff` clears the denominator on the right, and `generalize` replaces the distance by a plain variable `d`, $1/d$ by `x` (here not a position) and $1/r$ by `y`. Three equations about these variables matter for the algebra:
$$
dx=1,\qquad ry=1,\qquad d^2=r^2-2rs+\|R\|^2 .
$$
They are named `e1`, `e2` and `hsq`.

The tactic `linear_combination` is given a multiplier for each equation. It checks that the goal's left side minus its right side equals the same combination of the equations' differences. Here the multipliers are $r^2(r+d)$, $-rd(r+d)$ and $-r$. The first two remove the reciprocals, and the third brings in the law of cosines. The remaining check is a polynomial identity, which the tactic verifies by ring arithmetic. The multipliers have to be supplied by the user; the tactic does not search for them.

## From the bound to the limit and the centre

`coulomb_tail_dipole_correction` first shows in `hlim` that the error bound tends to zero, and then squeezes the actual error beneath it with `squeeze_zero'`. The bound is needed only for large $r$, and `filter_upwards` supplies the conditions $r>0$ and $r\ge2\|R_i\|$. Finiteness enters through `eventually_all`: finitely many lower limits on $r$ can all be met from some distance onwards.

`dipole_correction_about` applies this theorem to the positions `R i - c`. Its two auxiliary equations, `hp` and `hV`, are the shifted dipole moment and the unchanged potential.

For the forward direction of `correction_vanishes_iff_centre`, the proof supposes $c\ne p$ and looks along the normalised vector $p-c$. One function then has both the limit zero and the limit $\langle u,p-c\rangle$, and `tendsto_nhds_unique` forces the two to agree. The inner product appears as $\|p-c\|^{-1}\|p-c\|^2$, a product of nonzero factors, which is the contradiction. The reverse direction substitutes $c=p$ and uses $\langle u,0\rangle=0$.
